# For positive gaps, κ-regularised MP2 has a gap-independent energy bound and recovers MP2 as κ → ∞

When occupied and virtual levels approach each other, as they can along a stretched bond, an MP2 calculation divides by small energy gaps $D$. A practical remedy is to replace each $1/D$ in the energy sum by $(1-e^{-\kappa D})^2/D$ and leave the rest of the sum alone. The parameter $\kappa\ge 0$ is an inverse energy: excitations with gaps far below $1/\kappa$ are suppressed, and those with gaps far above it are almost unchanged.

For a finite set of spin orbitals with every virtual level above every occupied one, the resulting correlation energy is at most $\kappa Q/4$ in magnitude, where $Q$ is the sum of the squared antisymmetrised integrals $|\langle ij|ab\rangle-\langle ij|ba\rangle|^2$ over all ordered choices of occupied $i,j$ and virtual $a,b$. No gap appears in this bound. Along a real dissociation curve, however, the orbitals change and $Q$ changes with them.

## Gaps, integrals and the two energies

```lean
import Mathlib

open Filter Topology

namespace KappaMP2

noncomputable section

variable {o v : Type*}
```

The types `o` and `v` label the occupied and virtual spin orbitals. They are taken to be finite wherever an energy is summed.

```lean
/-- The energy gap `ε_a + ε_b - ε_i - ε_j` of the double excitation `(i, j, a, b)` from
occupied `i, j` to virtual `a, b`. -/
def gap (eo : o → ℝ) (ev : v → ℝ) : o × o × v × v → ℝ
  | (i, j, a, b) => ev a + ev b - eo i - eo j
```

Given occupied energies `eo` and virtual energies `ev`, the double excitation $p=(i,j,a,b)$ has the gap $D_p=\varepsilon_a+\varepsilon_b-\varepsilon_i-\varepsilon_j$. Some textbooks use the opposite sign for the denominator.

```lean
/-- The squared modulus of the antisymmetrised integral `⟨ij|ab⟩ - ⟨ij|ba⟩`, where
`V i j a b` is the two-electron integral `⟨ij|ab⟩`. -/
def weight (V : o → o → v → v → ℂ) : o × o × v × v → ℝ
  | (i, j, a, b) => ‖V i j a b - V i j b a‖ ^ 2
```

The weight is $w_p=|\langle ij|ab\rangle-\langle ij|ba\rangle|^2$. Here `V` is any array of complex numbers. That it and the energies come from a Hartree–Fock calculation is the step from this model to a molecule.

```lean
/-- The regularised inverse gap `(1 - exp(-kD))² / D`, for a gap `D ≠ 0`. -/
def damped (k D : ℝ) : ℝ := (1 - Real.exp (-(k * D))) ^ 2 / D
```

This is the damped inverse gap, $d_\kappa(D)=(1-e^{-\kappa D})^2/D$. Lean's `k` is $\kappa$.

```lean
/-- The MP2 correlation energy in spin orbitals, for nonzero gaps. -/
def mp2 [Fintype o] [Fintype v] (V : o → o → v → v → ℂ) (eo : o → ℝ) (ev : v → ℝ) : ℝ :=
  -(1 / 4) * ∑ p, weight V p / gap eo ev p
```

In ordinary notation, $E_{\rm MP2}=-\tfrac14\sum_p w_p/D_p$. The sum runs over all ordered tuples, and the factor $\tfrac14$ compensates for exchanging $i,j$ and $a,b$.

```lean
/-- The kappa-regularised MP2 energy with regulator `k`, for nonzero gaps. -/
def kappaMP2 [Fintype o] [Fintype v] (V : o → o → v → v → ℂ) (eo : o → ℝ) (ev : v → ℝ)
    (k : ℝ) : ℝ :=
  -(1 / 4) * ∑ p, weight V p * damped k (gap eo ev p)
```

The regularised energy is $E_\kappa=-\tfrac14\sum_p w_p\,d_\kappa(D_p)$, with the same integrals and orbital energies.

```lean
/-- The sum `Q` of the squared antisymmetrised integrals. -/
def totalWeight [Fintype o] [Fintype v] (V : o → o → v → v → ℂ) : ℝ := ∑ p, weight V p
```

This defines $Q=\sum_p w_p$, over the same ordered tuples.

```lean
private lemma weight_nonneg (V : o → o → v → v → ℂ) (p : o × o × v × v) :
    0 ≤ weight V p := by
  obtain ⟨i, j, a, b⟩ := p
  show 0 ≤ ‖V i j a b - V i j b a‖ ^ 2
  positivity
```

A squared modulus is not negative, so $w_p\ge0$.

```lean
private lemma gap_pos {eo : o → ℝ} {ev : v → ℝ} (h : ∀ i a, eo i < ev a)
    (p : o × o × v × v) : 0 < gap eo ev p := by
  obtain ⟨i, j, a, b⟩ := p
  show 0 < ev a + ev b - eo i - eo j
  linarith [h i a, h j b]
```

The hypothesis `h : ∀ i a, eo i < ev a` says that every occupied level lies below every virtual one. Adding $\varepsilon_a-\varepsilon_i>0$ and $\varepsilon_b-\varepsilon_j>0$ gives $D_p>0$. The tactic `linarith` does this addition.

## Bounds on one damped denominator

```lean
/-- For a positive gap `D` and `k ≥ 0`, the factor `1 - exp(-kD)` lies between 0 and 1 and
is at most `kD`. -/
theorem factor_bounds {k D : ℝ} (hk : 0 ≤ k) (hD : 0 < D) :
    0 ≤ 1 - Real.exp (-(k * D)) ∧ 1 - Real.exp (-(k * D)) ≤ 1 ∧
      1 - Real.exp (-(k * D)) ≤ k * D := by
  have hkD : 0 ≤ k * D := mul_nonneg hk hD.le
  have h1 : Real.exp (-(k * D)) ≤ 1 := Real.exp_le_one_iff.mpr (by linarith)
  have h2 := Real.exp_pos (-(k * D))
  have h3 := Real.add_one_le_exp (-(k * D))
  exact ⟨by linarith, by linarith, by linarith⟩
```

Write $u=1-e^{-\kappa D}$. Since $\kappa D\ge0$, the exponential lies between 0 and 1, and so does $u$. The exponential also lies above its tangent at zero, $e^{-\kappa D}\ge1-\kappa D$, which gives $u\le\kappa D$. The facts `h1`, `h2` and `h3` are these three properties of the exponential.

```lean
/-- For a positive gap `D` and `k ≥ 0`, the regularised inverse gap is at most `k` and at
most the bare inverse gap `1/D`. -/
theorem damped_le_min {k D : ℝ} (hk : 0 ≤ k) (hD : 0 < D) :
    damped k D ≤ min k (1 / D) := by
  obtain ⟨h0, h1, h2⟩ := factor_bounds hk hD
  -- a number in the closed interval from 0 to 1 is at least its square
  have hsq : (1 - Real.exp (-(k * D))) ^ 2 ≤ 1 - Real.exp (-(k * D)) := by
    nlinarith [mul_nonneg h0 (sub_nonneg.mpr h1)]
  unfold damped
  apply le_min
  · rw [div_le_iff₀ hD]
    linarith
  · rw [div_le_iff₀ hD, one_div, inv_mul_cancel₀ hD.ne']
    linarith
```

Because $0\le u\le1$, we have $u^2\le u$. Therefore $u^2\le\kappa D$ and $u^2\le1$. Dividing by $D>0$ gives

$$\frac{(1-e^{-\kappa D})^2}{D}\le\min(\kappa,1/D).$$

In Lean, `hsq` is $u^2\le u$, and `le_min` splits the claim into its two bounds.

```lean
/-- For a positive gap `D` and `k ≥ 0`, the regularised inverse gap is at most `k² D`. -/
theorem damped_le_sq_mul {k D : ℝ} (hk : 0 ≤ k) (hD : 0 < D) :
    damped k D ≤ k ^ 2 * D := by
  obtain ⟨h0, _, h2⟩ := factor_bounds hk hD
  unfold damped
  rw [div_le_iff₀ hD]
  nlinarith [mul_self_le_mul_self h0 h2]
```

Squaring $0\le u\le\kappa D$ gives $u^2\le\kappa^2D^2$, hence $d_\kappa(D)\le\kappa^2D$. This is sharper than the previous bound when $0<\kappa D<1$.

```lean
/-- For a positive gap `D`, the regularised inverse gap tends to `1/D` as `k → ∞`. -/
theorem damped_tendsto {D : ℝ} (hD : 0 < D) :
    Tendsto (fun k => damped k D) atTop (𝓝 (1 / D)) := by
  have h : Tendsto (fun k : ℝ => Real.exp (-(k * D))) atTop (𝓝 0) :=
    Real.tendsto_exp_neg_atTop_nhds_zero.comp (tendsto_id.atTop_mul_const hD)
  have h2 := ((h.const_sub 1).pow 2).div_const D
  unfold damped
  simpa only [sub_zero, one_pow] using h2
```

`Tendsto … atTop (𝓝 (1 / D))` is Lean's way of writing that the expression tends to $1/D$ as $\kappa\to\infty$. At fixed $D>0$, $e^{-\kappa D}\to0$, so $(1-e^{-\kappa D})^2\to1$, and division by $D$ gives the limit. The proof builds the limit in that order.

## From one excitation to the energy

```lean
variable [Fintype o] [Fintype v] (V : o → o → v → v → ℂ) {eo : o → ℝ} {ev : v → ℝ}

/-- If every virtual level lies above every occupied one and `k ≥ 0`, the regularised energy
lies between the MP2 energy and zero. -/
theorem kappaMP2_between (h : ∀ i a, eo i < ev a) {k : ℝ} (hk : 0 ≤ k) :
    mp2 V eo ev ≤ kappaMP2 V eo ev k ∧ kappaMP2 V eo ev k ≤ 0 := by
  have h1 : ∑ p, weight V p * damped k (gap eo ev p) ≤ ∑ p, weight V p / gap eo ev p := by
    apply Finset.sum_le_sum
    intro p _
    rw [← mul_one_div (weight V p)]
    exact mul_le_mul_of_nonneg_left
      ((damped_le_min hk (gap_pos h p)).trans (min_le_right _ _)) (weight_nonneg V p)
  have h2 : 0 ≤ ∑ p, weight V p * damped k (gap eo ev p) :=
    Finset.sum_nonneg fun p _ => mul_nonneg (weight_nonneg V p)
      (div_nonneg (sq_nonneg _) (gap_pos h p).le)
  unfold mp2 kappaMP2
  constructor <;> linarith
```

Multiplying $0\le d_\kappa(D_p)\le1/D_p$ by $w_p\ge0$ and summing gives

$$0\le\sum_p w_p\,d_\kappa(D_p)\le\sum_p\frac{w_p}{D_p}.$$

The prefactor $-\tfrac14$ reverses the order, so $E_{\rm MP2}\le E_\kappa\le0$. The facts `h1` and `h2` are the upper and lower bounds on the sum.

```lean
private lemma abs_le_of_damped_le (h : ∀ i a, eo i < ev a) {k c : ℝ} (hk : 0 ≤ k)
    (hc : ∀ p, damped k (gap eo ev p) ≤ c) :
    |kappaMP2 V eo ev k| ≤ c * totalWeight V / 4 := by
  have h1 : ∑ p, weight V p * damped k (gap eo ev p) ≤ c * totalWeight V := by
    unfold totalWeight
    rw [Finset.mul_sum]
    apply Finset.sum_le_sum
    intro p _
    rw [mul_comm c]
    exact mul_le_mul_of_nonneg_left (hc p) (weight_nonneg V p)
  rw [abs_of_nonpos (kappaMP2_between V h hk).2]
  unfold kappaMP2
  linarith
```

If every damped inverse gap is at most some number $c$, then $\sum_p w_p\,d_\kappa(D_p)\le cQ$. Since $E_\kappa\le0$, its magnitude is a quarter of that sum, and $|E_\kappa|\le cQ/4$.

```lean
/-- If every virtual level lies above every occupied one, then for each `k ≥ 0` the
regularised energy is at most `k Q / 4` and at most the MP2 energy in magnitude, and it tends
to the MP2 energy as `k → ∞`. -/
theorem kappaMP2_bounded_and_tendsto (h : ∀ i a, eo i < ev a) :
    (∀ k : ℝ, 0 ≤ k → |kappaMP2 V eo ev k| ≤ k * totalWeight V / 4 ∧
      |kappaMP2 V eo ev k| ≤ |mp2 V eo ev|) ∧
    Tendsto (kappaMP2 V eo ev) atTop (𝓝 (mp2 V eo ev)) := by
  refine ⟨fun k hk => ⟨?_, ?_⟩, ?_⟩
  · exact abs_le_of_damped_le V h hk fun p =>
      (damped_le_min hk (gap_pos h p)).trans (min_le_left _ _)
  · obtain ⟨h1, h2⟩ := kappaMP2_between V h hk
    rw [abs_of_nonpos h2, abs_of_nonpos (h1.trans h2)]
    linarith
  · -- the limit is taken term by term in the finite sum
    have ht := (tendsto_finsetSum Finset.univ fun p _ =>
      (damped_tendsto (gap_pos h p)).const_mul (weight V p)).const_mul (-(1 / 4 : ℝ))
    simp only [mul_one_div] at ht
    exact ht
```

The theorem joins three statements:

- Taking $c=\kappa$ in the previous lemma gives $|E_\kappa|\le\kappa Q/4$.
- The ordering $E_{\rm MP2}\le E_\kappa\le0$ gives $|E_\kappa|\le|E_{\rm MP2}|$.
- Each term $w_p\,d_\kappa(D_p)$ tends to $w_p/D_p$, and a finite sum of limits is the limit of the sum, so $E_\kappa\to E_{\rm MP2}$ as $\kappa\to\infty$.

The `refine` line opens these three goals, and the bullets in the code prove them in the same order.

## Large gaps and small gaps

```lean
/-- If every virtual level lies above every occupied one, all gaps are at least `Δ` and
`k ≥ 0`, the regularised energy differs from MP2 by at most `2 exp(-kΔ)` times the magnitude
of the MP2 energy. -/
theorem kappaMP2_error (h : ∀ i a, eo i < ev a) {k Δ : ℝ} (hk : 0 ≤ k)
    (hΔ : ∀ p, Δ ≤ gap eo ev p) :
    |kappaMP2 V eo ev k - mp2 V eo ev| ≤ 2 * Real.exp (-(k * Δ)) * |mp2 V eo ev| := by
  obtain ⟨h1, h2⟩ := kappaMP2_between V h hk
  have hs : (1 - 2 * Real.exp (-(k * Δ))) * ∑ p, weight V p / gap eo ev p ≤
      ∑ p, weight V p * damped k (gap eo ev p) := by
    rw [Finset.mul_sum]
    apply Finset.sum_le_sum
    intro p _
    have he : Real.exp (-(k * gap eo ev p)) ≤ Real.exp (-(k * Δ)) :=
      Real.exp_le_exp.mpr (neg_le_neg (mul_le_mul_of_nonneg_left (hΔ p) hk))
    have hw : weight V p * damped k (gap eo ev p) =
        (1 - Real.exp (-(k * gap eo ev p))) ^ 2 * (weight V p / gap eo ev p) := by
      unfold damped
      ring
    rw [hw]
    apply mul_le_mul_of_nonneg_right _ (div_nonneg (weight_nonneg V p) (gap_pos h p).le)
    nlinarith [sq_nonneg (Real.exp (-(k * gap eo ev p)))]
  rw [abs_of_nonneg (sub_nonneg.mpr h1), abs_of_nonpos (h1.trans h2)]
  unfold kappaMP2 mp2
  linarith
```

Suppose that all gaps are at least $\Delta$. Expanding the square,

$$(1-e^{-\kappa D_p})^2\ge1-2e^{-\kappa D_p}\ge1-2e^{-\kappa\Delta}.$$

Multiply by $w_p/D_p$ and sum; this is `hs`. The damping therefore removes at most a fraction $2e^{-\kappa\Delta}$ of the MP2 sum, and

$$|E_\kappa-E_{\rm MP2}|\le2e^{-\kappa\Delta}|E_{\rm MP2}|.$$

When both orbital sets are non-empty, the largest allowed $\Delta$ is twice the difference between the lowest virtual and the highest occupied level.

```lean
/-- If every virtual level lies above every occupied one, all gaps are at most `δ` and
`k ≥ 0`, the regularised energy is at most `k² δ Q / 4` in magnitude, whereas the MP2 energy
is at least `Q / (4δ)` in magnitude. -/
theorem small_gap_contrast (h : ∀ i a, eo i < ev a) {k δ : ℝ} (hk : 0 ≤ k)
    (hδ : ∀ p, gap eo ev p ≤ δ) :
    |kappaMP2 V eo ev k| ≤ k ^ 2 * δ * totalWeight V / 4 ∧
      totalWeight V / (4 * δ) ≤ |mp2 V eo ev| := by
  constructor
  · exact abs_le_of_damped_le V h hk fun p =>
      (damped_le_sq_mul hk (gap_pos h p)).trans
        (mul_le_mul_of_nonneg_left (hδ p) (sq_nonneg k))
  · have hs : totalWeight V / δ ≤ ∑ p, weight V p / gap eo ev p := by
      unfold totalWeight
      rw [Finset.sum_div]
      exact Finset.sum_le_sum fun p _ =>
        div_le_div_of_nonneg_left (weight_nonneg V p) (gap_pos h p) (hδ p)
    have hq : totalWeight V / (4 * δ) = 1 / 4 * (totalWeight V / δ) := by ring
    obtain ⟨h1, h2⟩ := kappaMP2_between V h hk
    rw [abs_of_nonpos (h1.trans h2), hq]
    unfold mp2
    linarith

end

end KappaMP2
```

Now suppose that all gaps are at most $\delta$. Then $d_\kappa(D_p)\le\kappa^2D_p\le\kappa^2\delta$, and the lemma with $c=\kappa^2\delta$ gives $|E_\kappa|\le\kappa^2\delta Q/4$. For MP2, $1/D_p\ge1/\delta$ gives $|E_{\rm MP2}|\ge Q/(4\delta)$.

With $\kappa$ and $Q>0$ held fixed, letting $\delta\to0$ sends the regularised energy to zero while the MP2 energy diverges. This is an idealised limit in which every occupied and virtual level crowds together; in a molecule usually only a few gaps are small. Neither estimate says how close $E_\kappa$ comes to the exact correlation energy.

```lean
#print axioms KappaMP2.kappaMP2_bounded_and_tendsto
#print axioms KappaMP2.kappaMP2_error
#print axioms KappaMP2.small_gap_contrast
```

```
'KappaMP2.kappaMP2_bounded_and_tendsto' depends on axioms: [propext, Classical.choice, Quot.sound]
'KappaMP2.kappaMP2_error' depends on axioms: [propext, Classical.choice, Quot.sound]
'KappaMP2.small_gap_contrast' depends on axioms: [propext, Classical.choice, Quot.sound]
```
